# The Haldane trajectory with Γ > 0 meets e(D) = −D exactly when E ≤ −(Γ/π)(1 + ln π)

An impurity level below the Fermi energy, coupled to a metallic band, can hold a single electron and behave as a local moment, or it can keep exchanging electrons with the band. In the Anderson model with very strong on-site repulsion, removing the band states at high energy pushes the level upwards, while the band edge at $-D$ moves upwards too. If the edge catches up with the level, real charge fluctuations freeze out and a moment remains, which the band can still screen at lower energies through the Kondo effect. Which levels are caught?

Energies are measured from the Fermi energy, $D>0$ is the half-width of the remaining band (called the bandwidth below), and $\Gamma=\pi\rho V^2>0$ is the hybridisation width, with $\rho$ the band density of states per spin and $V$ the hybridisation matrix element. This $\Gamma$ is the half-width at half maximum of the level without repulsion, and it is held constant during the flow. All quantities are real numbers.

```lean
import Mathlib

open scoped Real

namespace HaldaneScaling
```

## The trajectory and its flow equation

The renormalised level is

$$e(D)=E-\frac{\Gamma}{\pi}\ln\frac{D}{\Gamma},$$

where $E$ stays fixed along the flow. In Lean this is `level Γ E D`.

```lean
/-- The renormalised impurity level `e(D) = E - (Γ/π) ln(D/Γ)` at bandwidth `D > 0`, for
hybridisation width `Γ > 0` and scaling invariant `E`. -/
noncomputable def level (Γ E D : ℝ) : ℝ := E - Γ / π * Real.log (D / Γ)
```

Differentiating the logarithm gives

$$\frac{de}{dD}=-\frac{\Gamma}{\pi}\,\frac{1/\Gamma}{D/\Gamma}=-\frac{\Gamma}{\pi D}.$$

This is the leading-order scaling equation for infinite repulsion. It is derived for $|e|\ll D$, and using it up to $|e|=D$, as below, is an extrapolation. Its coefficient reflects the fact that the empty impurity can be filled by either spin, whereas an occupied one can lose only the electron it has. `HasDerivAt` states that the derivative exists and has this value; the proof applies the chain rule and simplifies the fraction.

```lean
/-- For `Γ > 0` and `D > 0` the trajectory obeys the scaling equation `de/dD = -(Γ/π)/D`. -/
theorem level_hasDerivAt {Γ D : ℝ} (hΓ : 0 < Γ) (E : ℝ) (hD : 0 < D) :
    HasDerivAt (level Γ E) (-(Γ / π) / D) D := by
  have h : HasDerivAt (fun x => E - Γ / π * Real.log (x / Γ))
      (-(Γ / π * (1 / Γ / (D / Γ)))) D :=
    ((((hasDerivAt_id D).div_const Γ).log (div_pos hD hΓ).ne').const_mul (Γ / π)).const_sub E
  exact h.congr_deriv (by field_simp)
```

Conversely, let $e$ be any solution on $D>0$. The difference between $e(D)$ and the trajectory with invariant $e(\Gamma)$ has zero derivative, so it is constant on the connected interval $(0,\infty)$. At $D=\Gamma$ the logarithm vanishes and the difference is zero. Hence

$$e(D)=e(\Gamma)-\frac{\Gamma}{\pi}\ln\frac{D}{\Gamma}.$$

The scaling equation enters as the hypothesis `he`; it is not derived from the Anderson Hamiltonian.

```lean
/-- Every solution of the scaling equation on `D > 0`, with `Γ > 0`, is a Haldane trajectory
whose invariant is the level position at bandwidth `Γ`. -/
theorem eq_level_of_scaling {Γ : ℝ} (hΓ : 0 < Γ) {e : ℝ → ℝ}
    (he : ∀ D, 0 < D → HasDerivAt e (-(Γ / π) / D) D) {D : ℝ} (hD : 0 < D) :
    e D = level Γ (e Γ) D := by
  -- the difference of two solutions has zero derivative
  have hd : ∀ x, 0 < x → HasDerivAt (fun y => e y - level Γ (e Γ) y) 0 x := fun x hx =>
    ((he x hx).fun_sub (level_hasDerivAt hΓ (e Γ) hx)).congr_deriv (sub_self _)
  have hc : e D - level Γ (e Γ) D = e Γ - level Γ (e Γ) Γ :=
    isOpen_Ioi.is_const_of_deriv_eq_zero (s := Set.Ioi (0 : ℝ))
      (f := fun y => e y - level Γ (e Γ) y) isPreconnected_Ioi
      (fun x hx => (hd x hx).differentiableAt.differentiableWithinAt)
      (fun x hx => (hd x hx).deriv) hD hΓ
  have h0 : level Γ (e Γ) Γ = e Γ := by
    simp [level, div_self hΓ.ne']
  linarith
```

## The distance from the boundary

The local-moment boundary is taken to be $e(D)=-D$, where the level sits at the lower band edge. This fixes a convention, since a crossover could also be placed at another multiple of $D$. Define the distance

$$f(D)=e(D)+D,\qquad f'(D)=1-\frac{\Gamma}{\pi D}.$$

The derivative vanishes at $D=\Gamma/\pi$, where $\ln(D/\Gamma)=-\ln\pi$ and therefore

$$f(\Gamma/\pi)=E+\frac{\Gamma}{\pi}(1+\ln\pi).$$

```lean
/-- For `Γ > 0`, the distance `e(D) + D` from the local-moment boundary equals
`E + (Γ/π)(1 + ln π)` at bandwidth `D = Γ/π`. -/
theorem distance_at_min {Γ : ℝ} (hΓ : 0 < Γ) (E : ℝ) :
    level Γ E (Γ / π) + Γ / π = E + Γ / π * (1 + Real.log π) := by
  have h : Γ / π / Γ = π⁻¹ := by field_simp
  rw [level, h, Real.log_inv]
  ring
```

To see that this is the strict global minimum, put $x=\pi D/\Gamma$. For $D\neq\Gamma/\pi$ we have $x\neq1$, so $\ln x<x-1$. Multiplying by $\Gamma/\pi$ gives

$$\frac{\Gamma}{\pi}\left(\ln\pi+\ln\frac{D}{\Gamma}\right)<D-\frac{\Gamma}{\pi},$$

which rearranges to $f(\Gamma/\pi)<f(D)$. The proof uses this tangent inequality directly, without calculating $f'$.

```lean
/-- For `Γ > 0`, at every positive bandwidth other than `Γ/π` the distance `e(D) + D` is
strictly larger than `E + (Γ/π)(1 + ln π)`. -/
theorem distance_gt_min {Γ D : ℝ} (hΓ : 0 < Γ) (E : ℝ) (hD : 0 < D) (hne : D ≠ Γ / π) :
    E + Γ / π * (1 + Real.log π) < level Γ E D + D := by
  have hx : π * (D / Γ) ≠ 1 := by
    intro h
    apply hne
    rw [eq_div_iff Real.pi_ne_zero]
    have h' : Γ * (π * (D / Γ)) = D * π := by field_simp
    rw [h, mul_one] at h'
    exact h'.symm
  -- strict tangent inequality for the logarithm
  have h := Real.log_lt_sub_one_of_pos (mul_pos Real.pi_pos (div_pos hD hΓ)) hx
  rw [Real.log_mul Real.pi_ne_zero (div_pos hD hΓ).ne'] at h
  have h2 := mul_lt_mul_of_pos_left h (div_pos hΓ Real.pi_pos)
  have h3 : Γ / π * (π * (D / Γ)) = D := by field_simp
  rw [mul_sub, h3] at h2
  unfold level
  linarith
```

The same inequality shows that $f$ increases to the right of the minimum. For $\Gamma/\pi\le a<b$,

$$\frac{\Gamma}{\pi}\ln\frac{b}{a}<\frac{\Gamma}{\pi}\left(\frac{b}{a}-1\right)\le a\left(\frac{b}{a}-1\right)=b-a,$$

and so $f(b)-f(a)=b-a-(\Gamma/\pi)\ln(b/a)>0$. In the code, `h1` is the first inequality and `h2` the second.

```lean
/-- For `Γ > 0`, the distance `e(D) + D` increases strictly with the bandwidth on
`D ≥ Γ/π`. -/
theorem distance_strictMono {Γ a b : ℝ} (hΓ : 0 < Γ) (E : ℝ) (ha : Γ / π ≤ a)
    (hab : a < b) : level Γ E a + a < level Γ E b + b := by
  have hg : 0 < Γ / π := div_pos hΓ Real.pi_pos
  have ha0 : 0 < a := hg.trans_le ha
  have hb0 : 0 < b := ha0.trans hab
  have hr : 1 < b / a := (one_lt_div ha0).2 hab
  have h := Real.log_lt_sub_one_of_pos (div_pos hb0 ha0) hr.ne'
  rw [Real.log_div hb0.ne' ha0.ne'] at h
  have h1 := mul_lt_mul_of_pos_left h hg
  have h2 := mul_le_mul_of_nonneg_right ha (sub_nonneg.2 hr.le)
  have h3 : a * (b / a - 1) = b - a := by
    rw [mul_sub, mul_div_cancel₀ b ha0.ne', mul_one]
  rw [h3] at h2
  have h4 := h1.trans_le h2
  unfold level
  rw [Real.log_div ha0.ne' hΓ.ne', Real.log_div hb0.ne' hΓ.ne']
  linarith
```

## One crossing above Γ/π

Suppose that $E\le-(\Gamma/\pi)(1+\ln\pi)$ and that the flow starts at $D_0\ge\Gamma/\pi$ with the level above the band edge, $e(D_0)>-D_0$. Then

$$f(\Gamma/\pi)\le0<f(D_0).$$

Since $f$ is continuous, the intermediate value theorem supplies a zero in $[\Gamma/\pi,D_0]$. It is not $D_0$, where $f$ is positive, and strict monotonicity excludes a second zero. The symbol `∃!` expresses existence together with uniqueness, here within $[\Gamma/\pi,D_0)$.

```lean
/-- Let `Γ > 0` and `E ≤ -(Γ/π)(1 + ln π)`. A flow that starts at `D₀ ≥ Γ/π` with
`e(D₀) > -D₀` meets the boundary `e(D) = -D` at exactly one bandwidth in `[Γ/π, D₀)`. -/
theorem existsUnique_crossing {Γ E D₀ : ℝ} (hΓ : 0 < Γ) (hD₀ : Γ / π ≤ D₀)
    (hstart : -D₀ < level Γ E D₀) (hE : E ≤ -(Γ / π) * (1 + Real.log π)) :
    ∃! D, Γ / π ≤ D ∧ D < D₀ ∧ level Γ E D = -D := by
  have hg : 0 < Γ / π := div_pos hΓ Real.pi_pos
  have hc : ContinuousOn (fun D => level Γ E D + D) (Set.Icc (Γ / π) D₀) :=
    ContinuousOn.add (fun x hx =>
      (level_hasDerivAt hΓ E (hg.trans_le hx.1)).continuousAt.continuousWithinAt)
      continuousOn_id
  have hmin := distance_at_min hΓ E
  -- the distance changes sign between `Γ/π` and `D₀`
  have hmem : (0 : ℝ) ∈ Set.Icc (level Γ E (Γ / π) + Γ / π) (level Γ E D₀ + D₀) :=
    ⟨by linarith, by linarith⟩
  obtain ⟨D, hD, hz⟩ := intermediate_value_Icc hD₀ hc hmem
  have hz' : level Γ E D + D = 0 := hz
  have hlt : D < D₀ := by
    refine lt_of_le_of_ne hD.2 ?_
    intro h
    rw [h] at hz'
    linarith
  refine ⟨D, ⟨hD.1, hlt, by linarith⟩, ?_⟩
  -- strict monotonicity excludes a second crossing
  rintro D' ⟨h1, _, h3⟩
  rcases lt_trichotomy D' D with h | h | h
  · have := distance_strictMono hΓ E h1 h
    linarith
  · exact h
  · have := distance_strictMono hΓ E hD.1 h
    linarith
```

## The sharp criterion

If the trajectory meets the boundary at some $D>0$, then $f(D)=0$. The minimum of $f$ is therefore at most zero:

$$E+\frac{\Gamma}{\pi}(1+\ln\pi)\le0.$$

The proof treats $D=\Gamma/\pi$ and $D\neq\Gamma/\pi$ separately, using the two results on the minimum.

For the converse, a starting point with positive distance is needed, and $D_0=\Gamma+2|E|$ will do. From $\ln x\le x-1$ and $\pi>2$,

$$\frac{\Gamma}{\pi}\ln\frac{D_0}{\Gamma}\le\frac{2|E|}{\pi}\le|E|,$$

so that

$$f(D_0)\ge E-|E|+\Gamma+2|E|=\Gamma+E+|E|\ge\Gamma>0.$$

Also $D_0\ge\Gamma\ge\Gamma/\pi$, and the previous result gives the crossing.

```lean
/-- For `Γ > 0`, the Haldane trajectory with invariant `E` meets the local-moment boundary
`e(D) = -D` at some bandwidth `D > 0` if and only if `E ≤ -(Γ/π)(1 + ln π)`. -/
theorem reaches_boundary_iff {Γ : ℝ} (hΓ : 0 < Γ) (E : ℝ) :
    (∃ D, 0 < D ∧ level Γ E D = -D) ↔ E ≤ -(Γ / π) * (1 + Real.log π) := by
  constructor
  · rintro ⟨D, hD, h⟩
    by_cases hne : D = Γ / π
    · have hmin := distance_at_min hΓ E
      rw [← hne] at hmin ⊢
      linarith
    · have := distance_gt_min hΓ E hD hne
      linarith
  · intro hE
    have hpi := Real.pi_gt_three
    have habs := abs_nonneg E
    have hD : 0 < Γ + 2 * |E| := by linarith
    have hstart : -(Γ + 2 * |E|) < level Γ E (Γ + 2 * |E|) := by
      -- at this large bandwidth the logarithm is dominated by `D`
      have h := mul_le_mul_of_nonneg_left
        (Real.log_le_sub_one_of_pos (div_pos hD hΓ)) (div_pos hΓ Real.pi_pos).le
      have h1 : Γ / π * ((Γ + 2 * |E|) / Γ - 1) = 2 * |E| / π := by
        field_simp
        ring
      have h2 : 2 * |E| / π ≤ |E| := by
        rw [div_le_iff₀ Real.pi_pos]
        nlinarith
      rw [h1] at h
      have h3 := neg_abs_le E
      unfold level
      linarith
    have hle : Γ / π ≤ Γ + 2 * |E| := by
      have : Γ / π ≤ Γ := div_le_self hΓ.le (by linarith)
      linarith
    obtain ⟨D, ⟨h1, _, h3⟩, _⟩ := existsUnique_crossing hΓ hle hstart hE
    exact ⟨D, (div_pos hΓ Real.pi_pos).trans_le h1, h3⟩
```

This equivalence concerns the whole trajectory. A physical flow starts at a given bandwidth and only lowers it. If it starts at $D_0\ge\Gamma/\pi$ above the boundary, the criterion is unchanged: any crossing implies the bound on $E$, and under the bound a crossing exists below $D_0$.

```lean
/-- Let `Γ > 0`. A flow that starts at `D₀ ≥ Γ/π` with `e(D₀) > -D₀` reaches the boundary
`e(D) = -D` at a smaller positive bandwidth if and only if `E ≤ -(Γ/π)(1 + ln π)`. -/
theorem flow_reaches_boundary_iff {Γ E D₀ : ℝ} (hΓ : 0 < Γ) (hD₀ : Γ / π ≤ D₀)
    (hstart : -D₀ < level Γ E D₀) :
    (∃ D, 0 < D ∧ D < D₀ ∧ level Γ E D = -D) ↔ E ≤ -(Γ / π) * (1 + Real.log π) := by
  constructor
  · rintro ⟨D, hD, _, h⟩
    exact (reaches_boundary_iff hΓ E).1 ⟨D, hD, h⟩
  · intro hE
    obtain ⟨D, ⟨h1, h2, h3⟩, _⟩ := existsUnique_crossing hΓ hD₀ hstart hE
    exact ⟨D, (div_pos hΓ Real.pi_pos).trans_le h1, h2, h3⟩
```

With the bare level $\varepsilon_d=e(D_0)$, the invariant is $E=\varepsilon_d+(\Gamma/\pi)\ln(D_0/\Gamma)$, and the condition becomes

$$\varepsilon_d\le-\frac{\Gamma}{\pi}\left(1+\ln\frac{\pi D_0}{\Gamma}\right).$$

This gives a quick estimate of whether bare impurity parameters lead to a local moment, within leading-order scaling at infinite repulsion and constant $\Gamma$.

## Touching at the threshold

When $E=-(\Gamma/\pi)(1+\ln\pi)$, the minimum of $f$ is exactly zero. It is attained only at $D=\Gamma/\pi$, so the trajectory touches the boundary there and nowhere else.

The threshold is sharp for the scaling equation, but the touching point lies below $D=\Gamma$, where leading-order scaling is no longer quantitatively reliable. For a real impurity it is best read as the location of a crossover, at $E$ of order $-\Gamma$.

```lean
/-- For `Γ > 0` and the marginal invariant `E = -(Γ/π)(1 + ln π)`, a bandwidth `D > 0` lies on
the boundary `e(D) = -D` if and only if `D = Γ/π`. -/
theorem marginal_crossing_iff {Γ D : ℝ} (hΓ : 0 < Γ) (hD : 0 < D) :
    level Γ (-(Γ / π) * (1 + Real.log π)) D = -D ↔ D = Γ / π := by
  constructor
  · intro h
    by_contra hne
    have := distance_gt_min hΓ (-(Γ / π) * (1 + Real.log π)) hD hne
    linarith
  · intro h
    have hmin := distance_at_min hΓ (-(Γ / π) * (1 + Real.log π))
    rw [h]
    linarith

end HaldaneScaling
```

```lean
#print axioms HaldaneScaling.eq_level_of_scaling
-- 'HaldaneScaling.eq_level_of_scaling' depends on axioms: [propext, Classical.choice, Quot.sound]
#print axioms HaldaneScaling.reaches_boundary_iff
-- 'HaldaneScaling.reaches_boundary_iff' depends on axioms: [propext, Classical.choice, Quot.sound]
#print axioms HaldaneScaling.flow_reaches_boundary_iff
-- 'HaldaneScaling.flow_reaches_boundary_iff' depends on axioms: [propext, Classical.choice, Quot.sound]
#print axioms HaldaneScaling.marginal_crossing_iff
-- 'HaldaneScaling.marginal_crossing_iff' depends on axioms: [propext, Classical.choice, Quot.sound]
```
